# A nonzero matrix field strength cannot commute with a Hermitian kinetic momentum

The kinetic momenta are taken here as finite square matrices $X$ and $Y$, and the field strength is defined by their commutator, $[X,Y]=iF$. It is not the matrix of a prescribed magnetic field. For $\Pi=p-q\mathcal A$ with vector potential $\mathcal A$ and $\hbar=1$, the differential operators obey $[\Pi_x,\Pi_y]=iqB_z$, so $F$ stands for $qB_z$. If $X$ is Hermitian, then

$$FX=XF\iff F=0.$$

For a uniform target $B$ (the charge included) and $N$ basis functions, the squared error is

$$\|F-B\,1\|^2=\|F\|^2+N|B|^2,\qquad \|A\|^2=\sum_{ij}|A_{ij}|^2 .$$

It is therefore never below $N|B|^2$, the value for $F=0$.

## Landau levels in a truncated basis

A one-particle code in a finite orthonormal basis meets this limit when it replaces $[X,Y]$ by $iB\,1$. With $B>0$ and $a=(X+iY)/\sqrt{2B}$, for Hermitian $X$ and $Y$,

$$X^2+Y^2=2B\,a^\dagger a+F .$$

The Landau-level form $2B(a^\dagger a+\tfrac12)$ puts $B\,1$ in place of $F$, which finite matrices cannot satisfy. If $a$ is the oscillator lowering matrix cut off at $N$ levels, then $F=B\,\mathrm{diag}(1,\dots,1,1-N)$. The commutator is right except in the last level, which carries the whole squared error $N^2B^2$. In this basis a test of the commutator should therefore look at the block that leaves out the last level, and not at the full matrix norm.

For $N=1$ the momenta are numbers, $F=0$, and the squared error is $|B|^2$.

## Moving the commutator under the trace

Since $(A^\dagger A)_{jj}=\sum_i|A_{ij}|^2$, we have $\|A\|^2=\mathrm{tr}(A^\dagger A)$. This is a sum of non-negative terms, so it vanishes only if every element of $A$ does.

For any matrix $G$, cyclicity of the trace gives

$$\begin{aligned}
\mathrm{tr}\,(G[X,Y])&=\mathrm{tr}(GXY)-\mathrm{tr}(GYX)\\
&=\mathrm{tr}(GXY)-\mathrm{tr}(XGY)=\mathrm{tr}\,([G,X]Y).
\end{aligned}$$

Setting $G=F^\dagger$ and using $F=-i[X,Y]$,

$$\|F\|^2=-i\,\mathrm{tr}\,([F^\dagger,X]Y).$$

If $FX=XF$ and $X=X^\dagger$, the adjoint of this equation is $XF^\dagger=F^\dagger X$. The right-hand side is then zero, so $F=0$. Conversely, the zero matrix commutes with $X$.

For the error, expand

$$(F-B\,1)^\dagger(F-B\,1)=F^\dagger F-BF^\dagger-B^*F+|B|^2\,1 .$$

Because $\mathrm{tr}(XY)=\mathrm{tr}(YX)$, both $F$ and $F^\dagger$ have zero trace. The cross terms drop out of the trace, which leaves $\|F\|^2+N|B|^2$.

## The commutator argument in Lean

```lean
import Mathlib

open Matrix

namespace FiniteBasisFieldObstruction

noncomputable section

variable {n : Type*} [Fintype n]

/-- The field strength `F` of two kinetic momentum matrices, defined by `[X, Y] = i F`. -/
def fieldStrength (X Y : Matrix n n ℂ) : Matrix n n ℂ :=
  (-Complex.I) • (X * Y - Y * X)

/-- The total squared weight of a matrix: the sum of the squared moduli of its elements. -/
def weight (A : Matrix n n ℂ) : ℝ := ∑ i, ∑ j, ‖A i j‖ ^ 2

/-- The kinetic momenta obey the commutation relation `[X, Y] = i F`. -/
theorem commutator_eq (X Y : Matrix n n ℂ) :
    X * Y - Y * X = Complex.I • fieldStrength X Y := by
  rw [fieldStrength, smul_smul]
  simp

/-- The total squared weight of `A` is the trace of `A† A`. -/
theorem trace_eq_weight (A : Matrix n n ℂ) : (Aᴴ * A).trace = (weight A : ℂ) := by
  simp only [Matrix.trace, Matrix.diag_apply, Matrix.mul_apply,
    Matrix.conjTranspose_apply, weight]
  push_cast
  rw [Finset.sum_comm]
  exact Finset.sum_congr rfl fun i _ => Finset.sum_congr rfl fun j _ =>
    Complex.conj_mul' _

/-- A matrix of zero total squared weight is zero. -/
theorem eq_zero_of_weight (A : Matrix n n ℂ) (h : weight A = 0) : A = 0 := by
  ext i j
  have h1 : ∑ j, ‖A i j‖ ^ 2 = 0 :=
    (Finset.sum_eq_zero_iff_of_nonneg
      (fun i _ => Finset.sum_nonneg (fun j _ => sq_nonneg ‖A i j‖))).1 h i
      (Finset.mem_univ i)
  have h2 : ‖A i j‖ ^ 2 = 0 :=
    (Finset.sum_eq_zero_iff_of_nonneg (fun j _ => sq_nonneg ‖A i j‖)).1 h1 j
      (Finset.mem_univ j)
  simpa using h2

/-- The total squared weight of the field strength equals `-i tr([F†, X] Y)`. -/
theorem weight_fieldStrength (X Y : Matrix n n ℂ) :
    (weight (fieldStrength X Y) : ℂ) = -Complex.I *
      (((fieldStrength X Y)ᴴ * X - X * (fieldStrength X Y)ᴴ) * Y).trace := by
  -- cyclicity of the trace moves the commutator from `Y` to the other factor
  have key : ∀ G : Matrix n n ℂ,
      (G * (X * Y - Y * X)).trace = ((G * X - X * G) * Y).trace := by
    intro G
    rw [mul_sub, sub_mul, Matrix.trace_sub, Matrix.trace_sub, ← mul_assoc, ← mul_assoc,
      Matrix.trace_mul_comm (G * Y) X, ← mul_assoc]
  rw [← trace_eq_weight, ← key]
  calc ((fieldStrength X Y)ᴴ * fieldStrength X Y).trace
      = ((fieldStrength X Y)ᴴ * ((-Complex.I) • (X * Y - Y * X))).trace := rfl
    _ = _ := by rw [Matrix.mul_smul, Matrix.trace_smul, smul_eq_mul]

/-- Finite-basis obstruction: for a Hermitian kinetic momentum `X` and any matrix `Y`, the
field strength commutes with `X` exactly when it vanishes. -/
theorem fieldStrength_commutes_iff_eq_zero (X Y : Matrix n n ℂ) (hX : X.IsHermitian) :
    fieldStrength X Y * X = X * fieldStrength X Y ↔ fieldStrength X Y = 0 := by
  constructor
  · intro h
    -- since `X` is Hermitian, `F†` commutes with `X` as well
    have hc := congrArg Matrix.conjTranspose h
    simp only [Matrix.conjTranspose_mul, hX.eq] at hc
    have hw := weight_fieldStrength X Y
    rw [← hc, sub_self, zero_mul, Matrix.trace_zero, mul_zero] at hw
    exact eq_zero_of_weight _ (by exact_mod_cast hw)
  · intro h
    rw [h, zero_mul, mul_zero]

/-- The total squared weight of the difference between the field strength and `B` times the identity
is that of the field strength plus `N |B|²`, where `N = Fintype.card n`. -/
theorem uniform_field_error [DecidableEq n] (X Y : Matrix n n ℂ) (B : ℂ) :
    weight (fieldStrength X Y - B • (1 : Matrix n n ℂ)) =
      weight (fieldStrength X Y) + Fintype.card n * ‖B‖ ^ 2 := by
  -- a commutator of finite matrices has no trace
  have ht : (fieldStrength X Y).trace = 0 := by
    rw [fieldStrength, Matrix.trace_smul, Matrix.trace_sub, Matrix.trace_mul_comm X Y,
      sub_self, smul_zero]
  generalize fieldStrength X Y = F at ht ⊢
  have e : (F - B • (1 : Matrix n n ℂ))ᴴ * (F - B • (1 : Matrix n n ℂ)) =
      Fᴴ * F - B • Fᴴ - star B • F + (star B * B) • (1 : Matrix n n ℂ) := by
    rw [Matrix.conjTranspose_sub, Matrix.conjTranspose_smul, Matrix.conjTranspose_one]
    simp only [sub_mul, mul_sub, Matrix.smul_mul, Matrix.mul_smul, one_mul, mul_one]
    module
  have hb : star B * B = (‖B‖ : ℂ) ^ 2 := Complex.conj_mul' B
  apply Complex.ofReal_injective
  push_cast
  rw [← trace_eq_weight, ← trace_eq_weight, e, hb]
  -- the cross terms are proportional to the trace of `F` and drop out
  simp only [Matrix.trace_add, Matrix.trace_sub, Matrix.trace_smul,
    Matrix.trace_conjTranspose, ht, star_zero, Matrix.trace_one,
    smul_eq_mul]
  ring

/-- The Pauli matrices `σx` and `σy` are Hermitian and have the nonzero field strength
`2 σz`. -/
theorem pauli_fieldStrength :
    (!![0, 1; 1, 0] : Matrix (Fin 2) (Fin 2) ℂ).IsHermitian ∧
    (!![0, -Complex.I; Complex.I, 0] : Matrix (Fin 2) (Fin 2) ℂ).IsHermitian ∧
    fieldStrength !![0, 1; 1, 0] !![0, -Complex.I; Complex.I, 0] = !![2, 0; 0, -2] := by
  refine ⟨?_, ?_, ?_⟩
  · ext i j
    fin_cases i <;> fin_cases j <;> simp [Matrix.conjTranspose_apply]
  · ext i j
    fin_cases i <;> fin_cases j <;> simp [Matrix.conjTranspose_apply]
  · ext i j
    fin_cases i <;> fin_cases j <;>
      simp [fieldStrength, Complex.ext_iff] <;>
      norm_num

/-- Hermiticity of `X` cannot be dropped: for a nilpotent `X` and a diagonal `Y` the field
strength commutes with `X` and is not zero. -/
theorem nonhermitian_counterexample :
    let X : Matrix (Fin 2) (Fin 2) ℂ := !![0, 1; 0, 0]
    let Y : Matrix (Fin 2) (Fin 2) ℂ := !![1, 0; 0, 0]
    fieldStrength X Y * X = X * fieldStrength X Y ∧ fieldStrength X Y ≠ 0 := by
  intro X Y
  have hF : fieldStrength X Y = !![0, Complex.I; 0, 0] := by
    ext i j
    fin_cases i <;> fin_cases j <;>
      simp [X, Y, fieldStrength]
  rw [hF]
  constructor
  · ext i j
    fin_cases i <;> fin_cases j <;> simp [X, Matrix.mul_apply, Fin.sum_univ_succ]
  · intro h
    have h01 := congrFun (congrFun h 0) 1
    simp at h01

end

end FiniteBasisFieldObstruction
```

```lean
#print axioms FiniteBasisFieldObstruction.fieldStrength_commutes_iff_eq_zero
#print axioms FiniteBasisFieldObstruction.uniform_field_error
#print axioms FiniteBasisFieldObstruction.pauli_fieldStrength
#print axioms FiniteBasisFieldObstruction.nonhermitian_counterexample
```

```
'FiniteBasisFieldObstruction.fieldStrength_commutes_iff_eq_zero' depends on axioms: [propext, Classical.choice, Quot.sound]
'FiniteBasisFieldObstruction.uniform_field_error' depends on axioms: [propext, Classical.choice, Quot.sound]
'FiniteBasisFieldObstruction.pauli_fieldStrength' depends on axioms: [propext, Classical.choice, Quot.sound]
'FiniteBasisFieldObstruction.nonhermitian_counterexample' depends on axioms: [propext, Classical.choice, Quot.sound]
```

## Hermiticity, finite size and the steps in Lean

The type `n` labels the basis functions, and `Fintype.card n` is $N$. `fieldStrength X Y` is $F$, `weight` is $\|\cdot\|^2$, and `ᴴ` is the conjugate transpose. The main theorem, `fieldStrength_commutes_iff_eq_zero`, assumes only `X.IsHermitian`; $Y$ is arbitrary. Exchanging $X$ and $Y$ merely changes the sign of $F$, so the same conclusion holds for a Hermitian $Y$ that commutes with $F$. `uniform_field_error` needs no Hermiticity and allows complex $B$.

In the proof, `trace_eq_weight` and `eq_zero_of_weight` supply the two properties of the norm. The step `key` inside `weight_fieldStrength` is the cyclicity argument. The main theorem takes the adjoint of the hypothesis with `congrArg Matrix.conjTranspose`, rewrites the commutator to zero and carries the resulting complex equation back to the real weight. In `uniform_field_error`, `ht` is the vanishing trace and `e` the expanded product.

Two $2\times2$ examples mark the limits of the obstruction. In `pauli_fieldStrength`, $\sigma_x$ and $\sigma_y$ give $F=2\sigma_z$: Hermitian momenta can have a nonzero field strength, provided it commutes with neither of them. In `nonhermitian_counterexample`, a nilpotent $X$ commutes with a nonzero $F$, so the Hermiticity assumption cannot be dropped altogether, though it could be weakened to $X$ being normal. In a non-orthogonal basis, let $S$ be the overlap matrix and let $P_x$ and $P_y$ be the matrices of elements $\langle i|\Pi_x|j\rangle$ and $\langle i|\Pi_y|j\rangle$. The matrix $S^{-1}P_x$ is in general not Hermitian and the theorem does not apply to it directly. The conclusion still holds for $S^{-1}P_x$ and $S^{-1}P_y$ when $P_x$ is Hermitian: the similarity transformation $M\mapsto S^{1/2}MS^{-1/2}$, which orthonormalises the basis, makes the first matrix Hermitian and preserves both sides of the equivalence.

The theorems concern finite matrices and leave unbounded operators aside, for which a uniform field does commute with both momenta. They also give no convergence rate for energies or response properties as the basis grows.
